# The derivative of a Wronskian differentiates only its last row

The Wronskian of `n + 1` real- or complex-valued functions on the real line is the determinant whose rows hold the functions and their derivatives up to order `n`. The theorem `hasDerivAt_wronskian` states that its derivative at any point is the same determinant with the last row replaced by the derivatives of order `n + 1`. Each function is assumed to be `n + 1` times differentiable, but the functions need not be linearly independent or solve any differential equation. The attempt differentiates the determinant row by row and splits off the term for the last row. The other terms should then vanish, because each has two equal rows.

The failing Lean file:

```lean
import Mathlib

open Matrix

namespace WronskianDerivative

noncomputable section

variable {𝕂 : Type*} [RCLike 𝕂]

/-- A function on the real line is `m` times differentiable if all its derivatives of order
below `m` are differentiable everywhere. -/
def TimesDifferentiable (m : ℕ) (f : ℝ → 𝕂) : Prop :=
  ∀ k < m, Differentiable ℝ (iteratedDeriv k f)

/-- The Wronski matrix at `x`: row `i` holds the `i`-th derivatives of the functions. -/
def wronskiMatrix {n : ℕ} (f : Fin n → ℝ → 𝕂) (x : ℝ) : Matrix (Fin n) (Fin n) 𝕂 :=
  Matrix.of fun i j => iteratedDeriv (i : ℕ) (f j) x

/-- The Wronskian of `n` functions, the determinant of their Wronski matrix. -/
def wronskian {n : ℕ} (f : Fin n → ℝ → 𝕂) (x : ℝ) : 𝕂 :=
  (wronskiMatrix f x).det

/-- The derivative of a determinant is the sum, over all rows, of the determinants in which
that one row is replaced by its derivative. -/
theorem hasDerivAt_det_rows {ι : Type*} [Fintype ι] [DecidableEq ι]
    {A : ℝ → Matrix ι ι 𝕂} {A' : Matrix ι ι 𝕂} {x : ℝ}
    (h : ∀ i j, HasDerivAt (fun t => A t i j) (A' i j) x) :
    HasDerivAt (fun t => (A t).det) (∑ i, ((A x).updateRow i (A' i)).det) x := by
  -- the permutation expansion, with one factor from each row
  have hdet : ∀ M : Matrix ι ι 𝕂, M.det =
      ∑ σ : Equiv.Perm ι, ((Equiv.Perm.sign σ : ℤ) : 𝕂) * ∏ i, M i (σ i) := by
    intro M
    have h := Matrix.det_apply' Mᵀ
    rw [Matrix.det_transpose] at h
    exact h
  simp only [hdet]
  rw [Finset.sum_comm]
  refine HasDerivAt.fun_sum (fun σ _ => ?_)
  -- the product rule for a single permutation
  have hp : HasDerivAt (fun t => ∏ i, A t i (σ i))
      (∑ i, (∏ j ∈ Finset.univ.erase i, A x j (σ j)) • A' i (σ i)) x :=
    HasDerivAt.fun_finsetProd (fun i _ => h i (σ i))
  refine (hp.const_mul _).congr_deriv ?_
  rw [Finset.mul_sum]
  refine Finset.sum_congr rfl (fun r _ => ?_)
  rw [← Finset.mul_prod_erase Finset.univ _ (Finset.mem_univ r), Matrix.updateRow_self,
    smul_eq_mul, mul_comm (A' r (σ r))]
  congr 2
  refine Finset.prod_congr rfl (fun j hj => ?_)
  rw [Matrix.updateRow_ne (Finset.ne_of_mem_erase hj)]

/-- Replacing a row of the Wronski matrix other than the last by its derivative gives a
vanishing determinant. -/
theorem det_differentiated_row_eq_zero {n : ℕ} (f : Fin (n + 1) → ℝ → 𝕂) (x : ℝ)
    (i : Fin n) :
    ((wronskiMatrix f x).updateRow i.castSucc
      (fun j => iteratedDeriv ((i : ℕ) + 1) (f j) x)).det = 0 := by
  have hne : i.castSucc ≠ i.succ := by
    intro h
    have := congrArg Fin.val h
    simp at this
  -- the differentiated row coincides with the row below it
  refine Matrix.det_zero_of_row_eq hne ?_
  rw [Matrix.updateRow_self, Matrix.updateRow_ne hne.symm]
  rfl

/-- The derivative of the Wronskian of `n + 1` functions that are `n + 1` times differentiable
is the determinant with the last row replaced by the derivatives of order `n + 1`. -/
theorem hasDerivAt_wronskian {n : ℕ} {f : Fin (n + 1) → ℝ → 𝕂}
    (hf : ∀ j, TimesDifferentiable (n + 1) (f j)) (x : ℝ) :
    HasDerivAt (wronskian f)
      ((wronskiMatrix f x).updateRow (Fin.last n)
        (fun j => iteratedDeriv (n + 1) (f j) x)).det x := by
  have hentry : ∀ i j : Fin (n + 1), HasDerivAt (fun t => wronskiMatrix f t i j)
      ((Matrix.of fun i j : Fin (n + 1) => iteratedDeriv ((i : ℕ) + 1) (f j) x) i j) x := by
    intro i j
    have h := (hf j i i.isLt x).hasDerivAt
    rw [← iteratedDeriv_succ] at h
    exact h
  have h := hasDerivAt_det_rows hentry
  -- only the term with the last row differentiated survives
  rw [Fin.sum_univ_castSucc,
    Finset.sum_eq_zero (fun i _ => det_differentiated_row_eq_zero f x i), zero_add] at h
  exact h

end

end WronskianDerivative
```

The compiler's answer:

```
Main.lean:84:4: error: Tactic `rewrite` failed: Did not find an occurrence of the pattern
  ∑ x_1 ∈ ?m.158, ((wronskiMatrix f x).updateRow x_1.castSucc fun j => iteratedDeriv (↑x_1 + 1) (f j) x).det
in the target expression
  HasDerivAt (fun t => (wronskiMatrix f t).det)
    (∑ i, ((wronskiMatrix f x).updateRow i.castSucc (of (fun i j => iteratedDeriv (↑i + 1) (f j) x) i.castSucc)).det +
      ((wronskiMatrix f x).updateRow (Fin.last n) (of (fun i j => iteratedDeriv (↑i + 1) (f j) x) (Fin.last n))).det)
    x

𝕂 : Type u_1
inst✝ : RCLike 𝕂
n : ℕ
f : Fin (n + 1) → ℝ → 𝕂
hf : ∀ (j : Fin (n + 1)), TimesDifferentiable (n + 1) (f j)
x : ℝ
hentry :
  ∀ (i j : Fin (n + 1)),
    HasDerivAt (fun t => wronskiMatrix f t i j) (of (fun i j => iteratedDeriv (↑i + 1) (f j) x) i j) x
h :
  HasDerivAt (fun t => (wronskiMatrix f t).det)
    (∑ i, ((wronskiMatrix f x).updateRow i.castSucc (of (fun i j => iteratedDeriv (↑i + 1) (f j) x) i.castSucc)).det +
      ((wronskiMatrix f x).updateRow (Fin.last n) (of (fun i j => iteratedDeriv (↑i + 1) (f j) x) (Fin.last n))).det)
    x
⊢ HasDerivAt (wronskian f) ((wronskiMatrix f x).updateRow (Fin.last n) fun j => iteratedDeriv (n + 1) (f j) x).det x

Note: The target expression is not type-correct under the `implicit` transparency level, which may have triggered the failure. This is usually caused by unfolding of semireducible definitions in prior tactic steps. Use `set_option linter.tacticCheckInstances true` to investigate the source of the issue.
Full error:
  function expected
    of (fun i j => iteratedDeriv (↑i + 1) (f j) x) i.castSucc
```

The error is a failed match in `rw`. After `Fin.sum_univ_castSucc` has split the sum, the replaced row in `h` reads `of (fun i j => …) i.castSucc`, whereas the pattern from `det_differentiated_row_eq_zero` has the plain function `fun j => iteratedDeriv (↑i + 1) (f j) x`. The two agree by definition, but seeing this requires unfolding the matrix wrapper `of` and the value of `i.castSucc`, and `rw` does not unfold that far in its search. Lean's note points to the same wrapper: at the restricted transparency it names, the matrix `of …` is not recognised as a function that can be applied to an index.

The repair keeps the splitting step and then states the result again as `h2`, with both kinds of row written as plain functions. Lean accepts `h` as a proof of `h2` because that check may unfold the definitions. The sum in `h2` now has the form the pattern expects, so `Finset.sum_eq_zero` can replace it by zero and `zero_add` removes the zero. The final `exact h2` merely follows the new name.

After these edits no error is left:

```diff
@@ -81,7 +81,12 @@
   have h := hasDerivAt_det_rows hentry
   -- only the term with the last row differentiated survives
-  rw [Fin.sum_univ_castSucc,
-    Finset.sum_eq_zero (fun i _ => det_differentiated_row_eq_zero f x i), zero_add] at h
-  exact h
+  rw [Fin.sum_univ_castSucc] at h
+  have h2 : HasDerivAt (wronskian f)
+      ((∑ i : Fin n, ((wronskiMatrix f x).updateRow i.castSucc
+          (fun j => iteratedDeriv ((i : ℕ) + 1) (f j) x)).det) +
+        ((wronskiMatrix f x).updateRow (Fin.last n)
+          (fun j => iteratedDeriv (n + 1) (f j) x)).det) x := h
+  rw [Finset.sum_eq_zero (fun i _ => det_differentiated_row_eq_zero f x i), zero_add] at h2
+  exact h2
 
 end
```
